# Relativistic contraction of the 1s mean radius in a hydrogen-like Dirac ion

For one electron bound to a point charge $Z>0$, with $x=Z\alpha<1$ and $g=\sqrt{1-x^2}$, the Dirac 1s state has mean radius $(2g+1)/(2Z)$ in atomic units. The Schrödinger value is $3/(2Z)$, so the fractional contraction is

$$C=\tfrac23(1-g),\qquad \frac{x^2}{3}+\frac{x^4}{12}<C<\frac{2x^2}{3},$$

and $C/x^2\to\tfrac13$ as $\alpha\to0^+$ at fixed $Z$. Here $\alpha>0$ is the fine-structure constant, the inverse speed of light in these units, treated as a variable. This is the one-electron, point-nucleus form of the contraction of inner s shells in heavy elements.

## From the radial equations to the quadratic law

Let $G=r^ge^{-Zr}$ be the large component, $F=qG$ with $q=(g-1)/x$ the small one, and $E=g/\alpha^2$ the energy including the rest energy $1/\alpha^2$. For s states in the potential $-Z/r$, the radial Dirac equations are

$$G'=\frac Gr+\alpha\Big(E+\frac1{\alpha^2}+\frac Zr\Big)F,\qquad F'=-\frac Fr-\alpha\Big(E-\frac1{\alpha^2}+\frac Zr\Big)G.$$

Since $G'=(g/r-Z)G$, dividing by $G$ and comparing the $1/r$ and constant terms leaves four conditions:

$$g=1+qx,\quad -Z=\frac{q(g+1)}\alpha,\quad q(g+1)=-x,\quad qZ=\frac{g-1}\alpha.$$

The first and last are the definition of $q$; the other two follow from $g^2-1=-x^2$.

The density is $G^2+F^2=(1+q^2)\,r^{2g}e^{-2Zr}$. The prefactor cancels in the mean:

$$\langle r\rangle=\frac{\Gamma(2g+2)/(2Z)^{2g+2}}{\Gamma(2g+1)/(2Z)^{2g+1}}=\frac{2g+1}{2Z}.$$

The Schrödinger density is the case $g=1$ of the same form. Hence $C=1-(2g+1)/3=\tfrac23(1-g)$, and $1-g=\alpha^2(1/\alpha^2-E)$ is the binding energy divided by the rest energy.

For the lower bound, note that

$$\Big(1-\frac{x^2}2-\frac{x^4}8\Big)^2=1-x^2+\frac{x^6}8+\frac{x^8}{64}>g^2.$$

The bracket is positive for $x<1$, so $g<1-x^2/2-x^4/8$. For the upper bound, $0<g<1$ gives $g^2<g$, hence $1-g<1-g^2=x^2$. Finally $1-g=x^2/(1+g)$, so $C/x^2=\tfrac23/(1+g)\to\tfrac13$.

## Components, densities and mean radius in Lean

```lean
import Mathlib

open MeasureTheory Set Filter Topology

namespace DiracContraction

noncomputable section
```

`diracGamma` is $g$, `smallRatio` is $q$, and all quantities are real.

```lean
/-- The exponent `g = √(1 - (Zα)²)` of the Dirac 1s state, for `Zα` at most one. -/
def diracGamma (Z α : ℝ) : ℝ := √(1 - (Z * α) ^ 2)

/-- The Dirac 1s energy in hartree, rest energy `1/α²` included, for `α ≠ 0`. -/
def diracEnergy (Z α : ℝ) : ℝ := diracGamma Z α / α ^ 2

/-- The ratio of the small to the large radial component, for `Zα ≠ 0`. -/
def smallRatio (Z α : ℝ) : ℝ := (diracGamma Z α - 1) / (Z * α)

/-- The large radial component `r^g exp(-Zr)`, not normalised, for `r > 0`. -/
def largeComponent (Z α r : ℝ) : ℝ := r ^ diracGamma Z α * Real.exp (-(Z * r))

/-- The small radial component, for `r > 0` and `Zα ≠ 0`. -/
def smallComponent (Z α r : ℝ) : ℝ := smallRatio Z α * largeComponent Z α r

/-- The Dirac 1s radial density, not normalised: the sum of the squares of both components. -/
def diracDensity (Z α r : ℝ) : ℝ := largeComponent Z α r ^ 2 + smallComponent Z α r ^ 2

/-- The Schrödinger 1s radial density, not normalised. -/
def schrodingerDensity (Z r : ℝ) : ℝ := (r * Real.exp (-(Z * r))) ^ 2
```

The densities are radial, with the factor $r^2$ of the volume element already included. They are not normalised; `meanRadius` divides by the norm.

```lean
/-- The mean radius of a radial density with finite, nonzero norm and finite first moment. -/
def meanRadius (ρ : ℝ → ℝ) : ℝ := (∫ r in Ioi (0 : ℝ), r * ρ r) / ∫ r in Ioi (0 : ℝ), ρ r

/-- The fractional contraction of the 1s mean radius from Schrödinger to Dirac,
for `Z > 0`, `α > 0` and `Zα < 1`. -/
def contraction (Z α : ℝ) : ℝ :=
  1 - meanRadius (diracDensity Z α) / meanRadius (schrodingerDensity Z)
```

## The state solves the radial Dirac equations

```lean
lemma gamma_sq {Z α : ℝ} (hZ : 0 < Z) (hα : 0 < α) (hx : Z * α < 1) :
    diracGamma Z α ^ 2 = 1 - (Z * α) ^ 2 := by
  have h : 0 < Z * α := mul_pos hZ hα
  exact Real.sq_sqrt (by nlinarith)
```

`HasDerivAt` states that each component is differentiable at $r$ with the derivative the equation prescribes. In the proof, `hG` is the logarithmic derivative of $G$, and `b1` to `b4` are the four conditions above. The theorem checks a solution; it does not show that this is the lowest bound state.

```lean
/-- For `Z > 0`, `α > 0` and `Zα < 1`, the two components solve the coupled radial Dirac equations
of the 1s state at every `r > 0`, in the Coulomb potential `-Z/r` and with energy `diracEnergy Z α`.
-/
theorem radial_dirac_equations {Z α r : ℝ} (hZ : 0 < Z) (hα : 0 < α) (hx : Z * α < 1)
    (hr : 0 < r) :
    HasDerivAt (largeComponent Z α) (largeComponent Z α r / r
      + α * (diracEnergy Z α + 1 / α ^ 2 + Z / r) * smallComponent Z α r) r ∧
    HasDerivAt (smallComponent Z α) (-(smallComponent Z α r / r)
      - α * (diracEnergy Z α - 1 / α ^ 2 + Z / r) * largeComponent Z α r) r := by
  have hne : Z * α ≠ 0 := (mul_pos hZ hα).ne'
  have hg := gamma_sq hZ hα hx
  -- the logarithmic derivative of the large component is g/r - Z
  have hG : HasDerivAt (largeComponent Z α)
      ((diracGamma Z α / r - Z) * largeComponent Z α r) r := by
    have h1 := Real.hasDerivAt_rpow_const (x := r) (p := diracGamma Z α) (Or.inl hr.ne')
    have h2 : HasDerivAt (fun s : ℝ => Real.exp (-(Z * s))) (Real.exp (-(Z * r)) * (-Z)) r :=
      (((hasDerivAt_id' r).const_mul Z).fun_neg.exp).congr_deriv (by ring)
    refine (h1.fun_mul h2).congr_deriv ?_
    rw [Real.rpow_sub_one hr.ne']
    simp only [largeComponent]
    ring
  -- relations between the component ratio and g
  have b1 : smallRatio Z α * (Z * α) = diracGamma Z α - 1 := by
    unfold smallRatio
    field_simp
  have b2 : smallRatio Z α * (diracGamma Z α + 1) = -(Z * α) := by
    unfold smallRatio
    rw [div_mul_eq_mul_div, div_eq_iff hne]
    linear_combination hg
  have b3 : smallRatio Z α * Z = (diracGamma Z α - 1) / α :=
    eq_div_of_mul_eq hα.ne' (by linear_combination b1)
  have b4 : smallRatio Z α * ((diracGamma Z α + 1) / α) = -Z := by
    rw [← mul_div_assoc, b2, div_eq_iff hα.ne']
    ring
  have e1 : α * (diracEnergy Z α + 1 / α ^ 2 + Z / r)
      = (diracGamma Z α + 1) / α + Z * α / r := by
    unfold diracEnergy
    field_simp
  have e2 : α * (diracEnergy Z α - 1 / α ^ 2 + Z / r)
      = (diracGamma Z α - 1) / α + Z * α / r := by
    unfold diracEnergy
    field_simp
  constructor
  · refine hG.congr_deriv ?_
    rw [e1]
    simp only [smallComponent]
    linear_combination -(largeComponent Z α r) * b4 - (largeComponent Z α r / r) * b1
  · refine (hG.const_mul (smallRatio Z α)).congr_deriv ?_
    rw [e2]
    simp only [smallComponent]
    linear_combination (largeComponent Z α r / r) * b2 - largeComponent Z α r * b3
```

## Mean radius and binding energy

`sq_orbital` squares the orbital. `meanRadius_eq` evaluates both moments as Gamma integrals and applies $\Gamma(s+1)=s\,\Gamma(s)$.

```lean
lemma sq_orbital (Z g : ℝ) {r : ℝ} (hr : 0 < r) :
    (r ^ g * Real.exp (-(Z * r))) ^ 2 = r ^ (2 * g) * Real.exp (-(2 * Z * r)) := by
  rw [two_mul g, Real.rpow_add hr,
    show -(2 * Z * r) = -(Z * r) + -(Z * r) by ring, Real.exp_add]
  ring

/-- A density proportional to `r^(2g) exp(-2Zr)` on `r > 0`, with a positive factor, `g ≥ 0`
and `Z > 0`, has mean radius `(2g+1)/(2Z)`. -/
lemma meanRadius_eq {ρ : ℝ → ℝ} {c g Z : ℝ} (hc : 0 < c) (hg : 0 ≤ g) (hZ : 0 < Z)
    (hρ : ∀ r, 0 < r → ρ r = c * (r ^ (2 * g) * Real.exp (-(2 * Z * r)))) :
    meanRadius ρ = (2 * g + 1) / (2 * Z) := by
  have hs : 0 < 2 * g + 1 := by positivity
  have hz : 0 < 2 * Z := by positivity
  have k0 := Real.integral_rpow_mul_exp_neg_mul_Ioi hs hz
  have k1 := Real.integral_rpow_mul_exp_neg_mul_Ioi (add_pos hs one_pos) hz
  rw [add_sub_cancel_right] at k0 k1
  have h0 : ∫ r in Ioi (0 : ℝ), ρ r
      = c * ((1 / (2 * Z)) ^ (2 * g + 1) * Real.Gamma (2 * g + 1)) := by
    rw [← k0, ← integral_const_mul]
    exact setIntegral_congr_fun measurableSet_Ioi (fun r hr => hρ r hr)
  have h1 : ∫ r in Ioi (0 : ℝ), r * ρ r
      = c * ((1 / (2 * Z)) ^ (2 * g + 1 + 1) * Real.Gamma (2 * g + 1 + 1)) := by
    rw [← k1, ← integral_const_mul]
    refine setIntegral_congr_fun measurableSet_Ioi (fun r hr => ?_)
    have hr' : r ≠ 0 := ne_of_gt hr
    simp only [hρ r hr, Real.rpow_add_one hr']
    ring
  have hA : 0 < (1 / (2 * Z)) ^ (2 * g + 1) := Real.rpow_pos_of_pos (by positivity) _
  have hB : 0 < Real.Gamma (2 * g + 1) := Real.Gamma_pos_of_pos hs
  -- the recursion of the Gamma function leaves only the ratio of moments
  unfold meanRadius
  rw [h1, h0, Real.rpow_add_one (by positivity) (2 * g + 1), Real.Gamma_add_one hs.ne']
  generalize (1 / (2 * Z)) ^ (2 * g + 1) = A at hA ⊢
  generalize Real.Gamma (2 * g + 1) = B at hB ⊢
  field_simp

lemma binding_eq {Z α : ℝ} (hα : 0 < α) :
    α ^ 2 * (1 / α ^ 2 - diracEnergy Z α) = 1 - diracGamma Z α := by
  unfold diracEnergy
  field_simp
```

The next theorem uses `meanRadius_eq` twice, with $c=1+q^2$ for Dirac and $c=g=1$ for Schrödinger. It does not assume $Z\alpha<1$, but beyond $Z\alpha=1$ Lean sets the root of a negative number to zero, and the identity loses its physical meaning.

```lean
/-- For `Z > 0`, `α > 0` and `Zα < 1`, the fractional contraction of the 1s mean radius is
two thirds of the Dirac binding energy divided by the rest energy `1/α²`. -/
theorem contraction_eq_binding {Z α : ℝ} (hZ : 0 < Z) (hα : 0 < α) :
    contraction Z α = 2 / 3 * (α ^ 2 * (1 / α ^ 2 - diracEnergy Z α)) := by
  have hD : meanRadius (diracDensity Z α) = (2 * diracGamma Z α + 1) / (2 * Z) := by
    refine meanRadius_eq (c := 1 + smallRatio Z α ^ 2) (by positivity)
      (Real.sqrt_nonneg _) hZ (fun r hr => ?_)
    rw [← sq_orbital Z _ hr]
    simp only [diracDensity, smallComponent, largeComponent]
    ring
  have hS : meanRadius (schrodingerDensity Z) = (2 * 1 + 1) / (2 * Z) := by
    refine meanRadius_eq one_pos zero_le_one hZ (fun r hr => ?_)
    rw [← sq_orbital Z 1 hr, Real.rpow_one, one_mul]
    rfl
  rw [binding_eq hα, contraction, hD, hS]
  field_simp
  ring
```

## Bounds on the energy and the contraction

`gamma_lt` compares squares, leaving the positive remainder $x^6/8+x^8/64$. Divided by $\alpha^2$, it bounds the energy from above.

```lean
lemma gamma_lt {Z α : ℝ} (hZ : 0 < Z) (hα : 0 < α) (hx : Z * α < 1) :
    diracGamma Z α < 1 - (Z * α) ^ 2 / 2 - (Z * α) ^ 4 / 8 := by
  have h : 0 < Z * α := mul_pos hZ hα
  unfold diracGamma
  generalize Z * α = x at h hx ⊢
  have h2 : x ^ 2 < 1 := by nlinarith
  have h4 : x ^ 4 < 1 := by nlinarith [sq_nonneg x]
  rw [Real.sqrt_lt' (by linarith)]
  have h6 : 0 < x ^ 6 := by positivity
  have h8 : 0 < x ^ 8 := by positivity
  linear_combination h6 / 8 + h8 / 64

/-- For `Z > 0`, `α > 0` and `Zα < 1`, the Dirac 1s energy less the rest energy lies strictly
below the Schrödinger energy `-Z²/2` corrected by `-α²Z⁴/8`. -/
theorem energy_below_fine_structure {Z α : ℝ} (hZ : 0 < Z) (hα : 0 < α) (hx : Z * α < 1) :
    diracEnergy Z α - 1 / α ^ 2 < -(Z ^ 2 / 2) - α ^ 2 * Z ^ 4 / 8 := by
  have h := gamma_lt hZ hα hx
  have e : diracEnergy Z α - 1 / α ^ 2 = (diracGamma Z α - 1) / α ^ 2 := by
    unfold diracEnergy
    ring
  rw [e, div_lt_iff₀ (by positivity)]
  linear_combination h

/-- For `Z > 0`, `α > 0` and `Zα < 1`, the fractional contraction of the 1s mean radius lies
strictly between `(Zα)²/3 + (Zα)⁴/12` and `2(Zα)²/3`. -/
theorem contraction_bounds {Z α : ℝ} (hZ : 0 < Z) (hα : 0 < α) (hx : Z * α < 1) :
    (Z * α) ^ 2 / 3 + (Z * α) ^ 4 / 12 < contraction Z α ∧
      contraction Z α < 2 * (Z * α) ^ 2 / 3 := by
  have h : 0 < Z * α := mul_pos hZ hα
  have hlt := gamma_lt hZ hα hx
  have hsq := gamma_sq hZ hα hx
  have hpos : 0 < diracGamma Z α := Real.sqrt_pos.mpr (by nlinarith)
  have hone : diracGamma Z α < 1 := by
    have h2 : 0 < (Z * α) ^ 2 := by positivity
    have h4 : 0 < (Z * α) ^ 4 := by positivity
    linarith
  rw [contraction_eq_binding hZ hα, binding_eq hα]
  constructor
  · linarith
  · -- since 0 < g < 1, g exceeds its square 1 - x²
    have hgg : diracGamma Z α ^ 2 < diracGamma Z α := by nlinarith
    linarith
```

The condition $Z\alpha<1$ matters at its very edge. For $Z=\alpha=1$ one has $g=0$ and $C=\tfrac23$, which equals $2x^2/3$, so the strict upper bound fails.

## The nonrelativistic limit

The filter `𝓝[>] 0` means that $\alpha$ tends to zero from above. The proof takes the limit of $\tfrac23/(1+g)$ by continuity, then shows that this equals $C/x^2$ for $0<\alpha<1/Z$.

```lean
/-- In the nonrelativistic limit, `α → 0` from above at fixed `Z > 0`, the fractional contraction of
the 1s mean radius divided by `(Zα)²` tends to one third. -/
theorem contraction_quadratic_law {Z : ℝ} (hZ : 0 < Z) :
    Tendsto (fun α => contraction Z α / (Z * α) ^ 2) (𝓝[>] 0) (𝓝 (1 / 3)) := by
  have hc : Continuous (fun α : ℝ => (2 / 3 : ℝ) / (1 + √(1 - (Z * α) ^ 2))) := by
    refine Continuous.div continuous_const (by fun_prop) (fun α => ?_)
    have := Real.sqrt_nonneg (1 - (Z * α) ^ 2)
    positivity
  have hl : Tendsto (fun α : ℝ => (2 / 3 : ℝ) / (1 + √(1 - (Z * α) ^ 2)))
      (𝓝[>] 0) (𝓝 (1 / 3)) := by
    have h0 : (2 / 3 : ℝ) / (1 + √(1 - (Z * 0) ^ 2)) = 1 / 3 := by norm_num
    rw [← h0]
    exact (hc.tendsto 0).mono_left nhdsWithin_le_nhds
  refine hl.congr' ?_
  filter_upwards [Ioo_mem_nhdsGT (show (0 : ℝ) < 1 / Z by positivity)] with α hα
  have hx : Z * α < 1 := by
    have h := (lt_div_iff₀ hZ).mp hα.2
    linarith
  have hp : 0 < Z * α := mul_pos hZ hα.1
  have hsq := gamma_sq hZ hα.1 hx
  have hg : 0 ≤ diracGamma Z α := Real.sqrt_nonneg _
  -- rationalise: 1 - g = x² / (1 + g)
  rw [contraction_eq_binding hZ hα.1, binding_eq hα.1]
  change (2 / 3 : ℝ) / (1 + diracGamma Z α) = _
  rw [div_eq_div_iff (by positivity) (by positivity)]
  linear_combination (2 / 3 : ℝ) * hsq

end

end DiracContraction
```

```lean
#print axioms DiracContraction.contraction_eq_binding
-- 'DiracContraction.contraction_eq_binding' depends on axioms: [propext, Classical.choice, Quot.sound]
#print axioms DiracContraction.energy_below_fine_structure
-- 'DiracContraction.energy_below_fine_structure' depends on axioms: [propext, Classical.choice, Quot.sound]
#print axioms DiracContraction.contraction_bounds
-- 'DiracContraction.contraction_bounds' depends on axioms: [propext, Classical.choice, Quot.sound]
#print axioms DiracContraction.contraction_quadratic_law
-- 'DiracContraction.contraction_quadratic_law' depends on axioms: [propext, Classical.choice, Quot.sound]
```

## Evaluating the contraction numerically

In floating-point code, $1-g$ loses digits when $x$ is small, because two nearly equal numbers are subtracted. The form $C=\tfrac23x^2/(1+g)$ avoids this. A radial Dirac solver can be tested on a one-electron ion with a point nucleus: at $x=0.6$, $g=0.8$ and the contraction should be $2/15\approx0.133$, whereas the leading term $x^2/3$ gives $0.12$.
